# The critical coupling of a finite linearized gap equation from the largest eigenvalue of its rescaled kernel

Let $A$ be a real symmetric matrix with at least one positive eigenvalue, let $D=\mathrm{diag}(d_i)$ with every $d_i>0$, and let $x>0$. Write $\mu$ for the largest eigenvalue of $xA-D$ and $r$ for the largest eigenvalue of $D^{-1/2}AD^{-1/2}$. Then

$$\mu\ge 0 \iff x\ge \frac1r, \qquad \mu=0 \iff x=\frac1r .$$

The physical question is how strong the attraction must be before the normal state becomes unstable to pairing. Near the instability the gap is small and its equation is linear, $(xA-D)u=0$, where $u$ is the pairing amplitude, $A$ the pairing kernel, $x$ the coupling strength and $D$ the cost of pairing. A nonzero solution first appears when $\mu$ reaches zero.

In the isotropic Eliashberg equations without Coulomb repulsion, at fixed temperature and cut off at finitely many Matsubara frequencies, $u$ is the gap divided by the absolute frequency. $D$ holds the absolute frequencies in units of $\pi k_BT/\hbar$, and $A$ holds the phonon-mediated interaction and its mass renormalisation per unit coupling. For such a truncated problem, one diagonalisation of the rescaled kernel gives the critical coupling without a scan over $x$.

## Gap matrix and rescaled kernel

The finite type `n` labels the components of $u$; it is not a Matsubara integer. In the code, `*ᵥ` applies a matrix to a vector and `⬝ᵥ` is the dot product.

```lean
import Mathlib

open Matrix

namespace CriticalCoupling

noncomputable section

variable {n : Type*} [Fintype n] [DecidableEq n]
```

A number $\nu$ is an eigenvalue of $M$ if $Mv=\nu v$ for some $v\neq0$.

```lean
/-- The real number `ν` is an eigenvalue of `M`: some nonzero vector is multiplied by `ν`. -/
def IsEigenvalue (M : Matrix n n ℝ) (ν : ℝ) : Prop :=
  ∃ v : n → ℝ, v ≠ 0 ∧ M *ᵥ v = ν • v
```

The largest eigenvalue is the greatest element of the set of real eigenvalues. The letter $\mu$ used for it is neither a chemical potential nor the Coulomb pseudopotential $\mu^*$.

```lean
/-- The real number `μ` is the largest real eigenvalue of `M`. -/
def IsLargestEigenvalue (M : Matrix n n ℝ) (μ : ℝ) : Prop :=
  IsGreatest {ν | IsEigenvalue M ν} μ
```

The matrix $xA-D$ depends on the coupling only through the factor $x$. This is the step from model to material that the hypotheses leave open: the pairing problem must reduce to a finite symmetric matrix of this form, with $A$ and $D$ independent of $x$. A Coulomb pseudopotential held fixed while $x$ varies would add a matrix that has off-diagonal entries and does not scale with $x$, and so would break the form.

```lean
/-- The matrix `x A - D` of the linearized gap equation, with pairing kernel `A`, coupling `x` and
diagonal part `D = diag d`. -/
def gapMatrix (A : Matrix n n ℝ) (d : n → ℝ) (x : ℝ) : Matrix n n ℝ :=
  x • A - diagonal d
```

The rescaled kernel has entries $A_{ij}/\sqrt{d_i d_j}$.

```lean
/-- The rescaled kernel `D^(-1/2) A D^(-1/2)`, for `D = diag d` with all `d i > 0`. -/
def rescaledKernel (A : Matrix n n ℝ) (d : n → ℝ) : Matrix n n ℝ :=
  diagonal (fun i => (√(d i))⁻¹) * A * diagonal (fun i => (√(d i))⁻¹)
```

## The largest eigenvalue and its Rayleigh bound

Every eigenvalue is a root of the characteristic polynomial, which is monic and therefore has finitely many roots. The spectral theorem supplies at least one real eigenvalue when the matrix is symmetric and has nonzero size. A finite nonempty set of reals has a greatest element, so the numbers $r$ and $\mu$, which enter the later theorems as hypotheses, exist.

```lean
/-- A real symmetric matrix of nonzero size has a largest eigenvalue. -/
theorem exists_isLargestEigenvalue [Nonempty n] {M : Matrix n n ℝ} (hM : M.IsSymm) :
    ∃ μ, IsLargestEigenvalue M μ := by
  -- eigenvalues are roots of the characteristic polynomial, so there are finitely many
  have hfin : {ν | IsEigenvalue M ν}.Finite := by
    refine (Polynomial.finite_setOfPred_isRoot M.charpoly_monic.ne_zero).subset ?_
    rintro ν ⟨v, hv, h⟩
    show M.charpoly.eval ν = 0
    rw [Matrix.eval_charpoly]
    refine Matrix.exists_mulVec_eq_zero_iff.mp ⟨v, hv, ?_⟩
    rw [sub_mulVec, h]
    ext i
    simp [Matrix.scalar_apply]
  have hH : M.IsHermitian := by
    show Mᴴ = M
    rw [conjTranspose_eq_transpose_of_trivial, hM.eq]
  have hne : {ν | IsEigenvalue M ν}.Nonempty := by
    obtain ⟨i⟩ := ‹Nonempty n›
    refine ⟨hH.eigenvalues i, (hH.eigenvectorBasis i).ofLp, fun h => ?_,
      hH.mulVec_eigenvectorBasis i⟩
    exact hH.eigenvectorBasis.orthonormal.ne_zero i (by ext j; exact congrFun h j)
  obtain ⟨m, hm, hmax⟩ := Set.exists_max_image _ id hfin hne
  exact ⟨m, hm, fun ν hν => hmax ν hν⟩
```

For symmetric $M$ with largest eigenvalue $\mu$, consider $\mu 1-M$. If $(\mu 1-M)w=\kappa w$ with $w\ne0$, then $Mw=(\mu-\kappa)w$. Hence $\mu-\kappa\le\mu$, that is, $\kappa\ge0$. A symmetric matrix with no negative eigenvalue has a nonnegative quadratic form, so

$$v\cdot Mv\le\mu\,v\cdot v .$$

The code follows the same route: `hpos` records that $\mu 1-M$ is positive semidefinite, and the last lines expand its form at $v$.

```lean
/-- Rayleigh bound: for a real symmetric matrix with largest eigenvalue `μ`,
the quadratic form is at most `μ` times the squared length. -/
theorem rayleigh_le {M : Matrix n n ℝ} (hM : M.IsSymm) {μ : ℝ}
    (hμ : IsLargestEigenvalue M μ) (v : n → ℝ) : v ⬝ᵥ M *ᵥ v ≤ μ * (v ⬝ᵥ v) := by
  have hH : (μ • (1 : Matrix n n ℝ) - M).IsHermitian := by
    show (μ • (1 : Matrix n n ℝ) - M)ᴴ = _
    rw [conjTranspose_eq_transpose_of_trivial, transpose_sub, transpose_smul,
      transpose_one, hM.eq]
  -- every eigenvalue of `μ - M` is nonnegative
  have hpos : (μ • (1 : Matrix n n ℝ) - M).PosSemidef := by
    refine hH.posSemidef_iff_eigenvalues_nonneg.mpr fun i => ?_
    show (0 : ℝ) ≤ hH.eigenvalues i
    have hw := hH.mulVec_eigenvectorBasis i
    rw [sub_mulVec, smul_mulVec, one_mulVec] at hw
    have hle : μ - hH.eigenvalues i ≤ μ := by
      refine hμ.2 ⟨(hH.eigenvectorBasis i).ofLp, fun h => ?_, ?_⟩
      · exact hH.eigenvectorBasis.orthonormal.ne_zero i (by ext j; exact congrFun h j)
      · rw [sub_smul, ← hw, sub_sub_cancel]
    linarith
  have h := hpos.dotProduct_mulVec_nonneg v
  simp only [star_trivial, sub_mulVec, smul_mulVec, one_mulVec, dotProduct_sub,
    dotProduct_smul, smul_eq_mul] at h
  linarith
```

## The pairing ratio

For $v\ne0$ some component $v_i$ is nonzero, and therefore

$$v\cdot Dv=\sum_i d_i v_i^2>0 .$$

```lean
/-- A diagonal matrix with positive entries has a positive quadratic form on nonzero vectors. -/
theorem diagonal_form_pos {d : n → ℝ} (hd : ∀ i, 0 < d i) {v : n → ℝ} (hv : v ≠ 0) :
    0 < v ⬝ᵥ diagonal d *ᵥ v := by
  obtain ⟨i, hi⟩ := Function.ne_iff.mp hv
  simp only [dotProduct, mulVec_diagonal]
  refine Finset.sum_pos' (fun j _ => ?_) ⟨i, Finset.mem_univ i, ?_⟩
  · linarith [mul_nonneg (hd j).le (mul_self_nonneg (v j))]
  · linarith [mul_pos (hd i) (mul_self_pos.mpr hi)]
```

Put $y=D^{1/2}v$ and $K=D^{-1/2}AD^{-1/2}$. Since $D^{-1/2}y=v$,

$$y\cdot Ky=(D^{-1/2}y)\cdot A(D^{-1/2}y)=v\cdot Av,\qquad y\cdot y=v\cdot Dv .$$

```lean
/-- For positive `D`, the substitution `y = D^(1/2) v` turns the form of the rescaled kernel
into `v·Av` and the squared length of `y` into `v·Dv`. -/
theorem rescaled_forms (A : Matrix n n ℝ) {d : n → ℝ} (hd : ∀ i, 0 < d i) (v : n → ℝ) :
    (fun i => √(d i) * v i) ⬝ᵥ rescaledKernel A d *ᵥ (fun i => √(d i) * v i)
        = v ⬝ᵥ A *ᵥ v ∧
      (fun i => √(d i) * v i) ⬝ᵥ (fun i => √(d i) * v i) = v ⬝ᵥ diagonal d *ᵥ v := by
  have hs : diagonal (fun i => (√(d i))⁻¹) *ᵥ (fun i => √(d i) * v i) = v := by
    ext i
    rw [mulVec_diagonal]
    exact inv_mul_cancel_left₀ (Real.sqrt_pos.mpr (hd i)).ne' _
  constructor
  · unfold rescaledKernel
    rw [← mulVec_mulVec, ← mulVec_mulVec, hs]
    simp only [dotProduct, mulVec_diagonal]
    refine Finset.sum_congr rfl fun i _ => ?_
    rw [mul_comm (√(d i)) (v i), mul_assoc,
      mul_inv_cancel_left₀ (Real.sqrt_pos.mpr (hd i)).ne']
  · simp only [dotProduct, mulVec_diagonal]
    refine Finset.sum_congr rfl fun i _ => ?_
    linear_combination (v i) ^ 2 * Real.mul_self_sqrt (hd i).le
```

$K$ is symmetric, so the Rayleigh bound $y\cdot Ky\le r\,y\cdot y$ becomes

$$v\cdot Av\le r\,v\cdot Dv .$$

If $y$ is an eigenvector of $K$ for $r$, then $v=D^{-1/2}y$ is nonzero and gives equality. Thus $r$ is the attained maximum of $v\cdot Av/v\cdot Dv$ over nonzero vectors. The Lean statement avoids the quotient and gives the inequality together with a vector that saturates it.

```lean
/-- For symmetric `A` and positive `D`, the largest eigenvalue `r` of the rescaled kernel satisfies
`v·Av ≤ r v·Dv` for every `v`, and some nonzero vector attains equality. -/
theorem pairing_ratio_max {A : Matrix n n ℝ} (hA : A.IsSymm) {d : n → ℝ}
    (hd : ∀ i, 0 < d i) {r : ℝ} (hr : IsLargestEigenvalue (rescaledKernel A d) r) :
    (∀ v, v ⬝ᵥ A *ᵥ v ≤ r * (v ⬝ᵥ diagonal d *ᵥ v)) ∧
      ∃ v, v ≠ 0 ∧ v ⬝ᵥ A *ᵥ v = r * (v ⬝ᵥ diagonal d *ᵥ v) := by
  constructor
  · intro v
    have hK : (rescaledKernel A d).IsSymm := by
      unfold Matrix.IsSymm rescaledKernel
      rw [transpose_mul, transpose_mul, diagonal_transpose, hA.eq, ← Matrix.mul_assoc]
    have h := rayleigh_le hK hr (fun i => √(d i) * v i)
    rwa [(rescaled_forms A hd v).1, (rescaled_forms A hd v).2] at h
  · obtain ⟨y, hy, hKy⟩ := hr.1
    -- undo the rescaling of the top eigenvector
    obtain ⟨v, hv⟩ : ∃ v : n → ℝ, (fun i => √(d i) * v i) = y :=
      ⟨fun i => (√(d i))⁻¹ * y i, funext fun i =>
        mul_inv_cancel_left₀ (Real.sqrt_pos.mpr (hd i)).ne' _⟩
    obtain ⟨h1, h2⟩ := rescaled_forms A hd v
    rw [hv] at h1 h2
    rw [hKy, dotProduct_smul, smul_eq_mul, h2] at h1
    refine ⟨v, fun h0 => hy ?_, h1.symm⟩
    rw [← hv, h0]
    ext i
    simp
```

## The sign of the top eigenvalue

Let $w$ be a vector that attains the maximum. The Rayleigh bound for $xA-D$, tested on $w$, gives

$$(xr-1)\,w\cdot Dw=w\cdot(xA-D)w\le\mu\,w\cdot w .$$

Now let $v$ be an eigenvector of $xA-D$ for $\mu$. Because $x\ge0$,

$$\mu\,v\cdot v=x\,v\cdot Av-v\cdot Dv\le(xr-1)\,v\cdot Dv .$$

With $p=w\cdot Dw/w\cdot w>0$ and $q=v\cdot Dv/v\cdot v>0$, this reads

$$(xr-1)\,p\le\mu\le(xr-1)\,q .$$

The theorem is named for a growth rate, but no time evolution is derived here; $\mu$ is only the top eigenvalue.

```lean
/-- For symmetric `A`, positive `D` and `x ≥ 0`, the largest eigenvalue of `x A - D` lies
between two positive multiples of `x r - 1`, with `r` that of the rescaled kernel. -/
theorem growth_rate_bounds {A : Matrix n n ℝ} (hA : A.IsSymm) {d : n → ℝ}
    (hd : ∀ i, 0 < d i) {r x μ : ℝ} (hr : IsLargestEigenvalue (rescaledKernel A d) r)
    (hx : 0 ≤ x) (hμ : IsLargestEigenvalue (gapMatrix A d x) μ) :
    ∃ p q : ℝ, 0 < p ∧ 0 < q ∧ (x * r - 1) * p ≤ μ ∧ μ ≤ (x * r - 1) * q := by
  have hS : (gapMatrix A d x).IsSymm := by
    unfold Matrix.IsSymm gapMatrix
    rw [transpose_sub, transpose_smul, diagonal_transpose, hA.eq]
  have hform (v : n → ℝ) : v ⬝ᵥ gapMatrix A d x *ᵥ v
      = x * (v ⬝ᵥ A *ᵥ v) - v ⬝ᵥ diagonal d *ᵥ v := by
    simp only [gapMatrix, sub_mulVec, smul_mulVec, dotProduct_sub, dotProduct_smul,
      smul_eq_mul]
  have hsq {v : n → ℝ} (hv : v ≠ 0) : 0 < v ⬝ᵥ v := by
    have h := diagonal_form_pos (d := fun _ => (1 : ℝ)) (fun _ => one_pos) hv
    rwa [diagonal_one, one_mulVec] at h
  obtain ⟨hmax, w, hw, hwA⟩ := pairing_ratio_max hA hd hr
  obtain ⟨v, hv, hSv⟩ := hμ.1
  refine ⟨(w ⬝ᵥ diagonal d *ᵥ w) / (w ⬝ᵥ w), (v ⬝ᵥ diagonal d *ᵥ v) / (v ⬝ᵥ v),
    div_pos (diagonal_form_pos hd hw) (hsq hw),
    div_pos (diagonal_form_pos hd hv) (hsq hv), ?_, ?_⟩
  · -- test `x A - D` on the optimal pairing vector
    rw [← mul_div_assoc, div_le_iff₀ (hsq hw)]
    have h := rayleigh_le hS hμ w
    rw [hform, hwA] at h
    linarith
  · -- test it on its own top eigenvector
    rw [← mul_div_assoc, le_div_iff₀ (hsq hv)]
    have h := hform v
    rw [hSv, dotProduct_smul, smul_eq_mul] at h
    linarith [mul_le_mul_of_nonneg_left (hmax v) hx]
```

## The threshold

Suppose a trial vector satisfies $v\cdot Av>0$. From $0<v\cdot Av\le r\,v\cdot Dv$ and $v\cdot Dv>0$ it follows that $r>0$, and division gives

$$\frac1r\le\frac{v\cdot Dv}{v\cdot Av} .$$

Any guess for the pairing amplitude with a net attraction therefore bounds the critical coupling from above.

```lean
/-- For symmetric `A` and positive `D`, a trial vector with `v·Av > 0` shows that `r > 0` and
bounds the critical coupling `1/r` from above by `v·Dv / v·Av`. -/
theorem trial_vector_bound {A : Matrix n n ℝ} (hA : A.IsSymm) {d : n → ℝ}
    (hd : ∀ i, 0 < d i) {r : ℝ} (hr : IsLargestEigenvalue (rescaledKernel A d) r)
    {v : n → ℝ} (hv : 0 < v ⬝ᵥ A *ᵥ v) :
    0 < r ∧ 1 / r ≤ (v ⬝ᵥ diagonal d *ᵥ v) / (v ⬝ᵥ A *ᵥ v) := by
  have hv0 : v ≠ 0 := by
    rintro rfl
    simp at hv
  have hD := diagonal_form_pos hd hv0
  have h := (pairing_ratio_max hA hd hr).1 v
  have hr0 : 0 < r := by
    by_contra hneg
    linarith [mul_nonneg (neg_nonneg.mpr (not_lt.mp hneg)) hD.le]
  refine ⟨hr0, ?_⟩
  rw [div_le_div_iff₀ hr0 hv]
  linarith
```

If $Av=av$ with $a>0$ and $v\ne0$, then $v\cdot Av=a\,v\cdot v>0$, so $r>0$ and $x\ge1/r$ means $xr\ge1$. The two bounds on $\mu$ now settle every case:

- If $xr<1$, the upper bound gives $\mu<0$.
- If $xr=1$, both bounds are zero and $\mu=0$.
- If $xr>1$, the lower bound gives $\mu>0$.

In the formal statement, `hpos` is the positive eigenvalue of $A$, `hd` the positivity of $D$, and `hr` and `hμ` identify $r$ and $\mu$. The conclusion is the pair of equivalences stated at the start. In the proof, `hge` is the first case in contrapositive form.

```lean
/-- Critical coupling: for symmetric `A` with a positive eigenvalue, positive `D` and `x > 0`,
the largest eigenvalue `μ` of `x A - D` is nonnegative exactly when `x ≥ 1/r`, and it
vanishes exactly when `x = 1/r`; `r` is the largest eigenvalue of `D^(-1/2) A D^(-1/2)`. -/
theorem critical_coupling {A : Matrix n n ℝ} (hA : A.IsSymm)
    (hpos : ∃ a, 0 < a ∧ IsEigenvalue A a) {d : n → ℝ} (hd : ∀ i, 0 < d i) {r x μ : ℝ}
    (hr : IsLargestEigenvalue (rescaledKernel A d) r) (hx : 0 < x)
    (hμ : IsLargestEigenvalue (gapMatrix A d x) μ) :
    (0 ≤ μ ↔ 1 / r ≤ x) ∧ (μ = 0 ↔ x = 1 / r) := by
  -- the attractive eigenvector of `A` makes `r` positive
  obtain ⟨a, ha, v, hv, hAv⟩ := hpos
  have hvA : 0 < v ⬝ᵥ A *ᵥ v := by
    have h := diagonal_form_pos (d := fun _ => a) (fun _ => ha) hv
    have he : diagonal (fun _ => a) *ᵥ v = a • v := by
      ext i
      rw [mulVec_diagonal, Pi.smul_apply, smul_eq_mul]
    rwa [he, ← hAv] at h
  have hr0 := (trial_vector_bound hA hd hr hvA).1
  obtain ⟨p, q, hp, hq, hlow, hup⟩ := growth_rate_bounds hA hd hr hx.le hμ
  have hge (h : 0 ≤ μ) : 1 ≤ x * r := by
    by_contra hc
    linarith [mul_pos (sub_pos.mpr (not_le.mp hc)) hq]
  rw [div_le_iff₀ hr0, eq_div_iff hr0.ne']
  refine ⟨⟨hge, fun h => ?_⟩, fun h => le_antisymm ?_ (hge h.ge), fun h => ?_⟩
  · exact (mul_nonneg (sub_nonneg.mpr h) hp.le).trans hlow
  · by_contra hc
    linarith [mul_pos (sub_pos.mpr (not_le.mp hc)) hp]
  · rw [h, sub_self, zero_mul] at hlow hup
    exact le_antisymm hup hlow
```

## A kernel without attraction

Suppose instead that the largest eigenvalue $a$ of $A$ satisfies $a\le0$. Then $v\cdot Av\le a\,v\cdot v\le0$ for every $v$. For an eigenvector $v$ of $xA-D$ belonging to $\mu$, and any $x\ge0$,

$$\mu\,v\cdot v=x\,v\cdot Av-v\cdot Dv<0 ,$$

so $\mu<0$. Such a kernel has no pairing instability in this model, however large the coupling.

```lean
/-- If the largest eigenvalue of the symmetric kernel `A` is not positive and `D` is positive,
then the largest eigenvalue of `x A - D` is negative at every coupling `x ≥ 0`. -/
theorem no_instability {A : Matrix n n ℝ} (hA : A.IsSymm) {a : ℝ}
    (ha : IsLargestEigenvalue A a) (ha0 : a ≤ 0) {d : n → ℝ} (hd : ∀ i, 0 < d i)
    {x μ : ℝ} (hx : 0 ≤ x) (hμ : IsLargestEigenvalue (gapMatrix A d x) μ) : μ < 0 := by
  obtain ⟨v, hv, hSv⟩ := hμ.1
  have hD := diagonal_form_pos hd hv
  have hvv : 0 ≤ v ⬝ᵥ v := Finset.sum_nonneg fun i _ => mul_self_nonneg (v i)
  have hneg : v ⬝ᵥ A *ᵥ v ≤ 0 := by
    linarith [rayleigh_le hA ha v, mul_nonneg (neg_nonneg.mpr ha0) hvv]
  have h : v ⬝ᵥ gapMatrix A d x *ᵥ v = μ * (v ⬝ᵥ v) := by
    rw [hSv, dotProduct_smul, smul_eq_mul]
  simp only [gapMatrix, sub_mulVec, smul_mulVec, dotProduct_sub, dotProduct_smul,
    smul_eq_mul] at h
  by_contra hc
  linarith [mul_nonneg (not_lt.mp hc) hvv, mul_nonneg hx (neg_nonneg.mpr hneg)]

end

end CriticalCoupling
```

```lean
#print axioms CriticalCoupling.exists_isLargestEigenvalue
#print axioms CriticalCoupling.critical_coupling
#print axioms CriticalCoupling.no_instability
```

```
'CriticalCoupling.exists_isLargestEigenvalue' depends on axioms: [propext, Classical.choice, Quot.sound]
'CriticalCoupling.critical_coupling' depends on axioms: [propext, Classical.choice, Quot.sound]
'CriticalCoupling.no_instability' depends on axioms: [propext, Classical.choice, Quot.sound]
```
